# Nonnegative viscosities give an oscillating collective mode a nonnegative linewidth

**Q:** To estimate the width of a collective electronic mode in time-dependent current density functional theory, I take its velocity pattern from an undamped calculation, integrate the viscous dissipation over space and divide by the mode's mass. The dissipation is a product of stress and velocity gradient, which has no obvious sign. Why can't the width come out negative?

**A:** Because the product is a sum of two squares weighted by the viscosities. Let v be the velocity, current divided by density, and G_ij = ∂v_i/∂r_j its real gradient in d dimensions. With I the unit matrix, put

S = G + Gᵀ − (2/d) Tr(G) I
P = η S + ζ Tr(G) I

where η is the shear viscosity and ζ the bulk viscosity. S is symmetric, and Tr S = 2 Tr G − (2/d) Tr(G) d = 0. Now replace one factor of S in Σ S_ij² by its definition:

Σ S_ij² = Σ S_ij (G_ij + G_ji) − (2/d) Tr(G) Tr(S) = 2 Σ S_ij G_ij

The two terms in the bracket contribute equally because S is symmetric, and the last term vanishes because S is traceless. Hence

Σ P_ij G_ij = η Σ S_ij G_ij + ζ Tr(G) Σ δ_ij G_ij = (η/2) Σ S_ij² + ζ (Tr G)²

For η, ζ ≥ 0 this is nonnegative.

**Q:** Show me with numbers.

**A:** Take d = 2, η = 3, ζ = 1/2 and G with rows (1, 2) and (0, 3). Then Tr G = 4, S has rows (−2, 2) and (2, 2), and P has rows (−4, 6) and (6, 8). Directly, Σ P_ij G_ij = −4 + 12 + 0 + 24 = 32. From the squares, (3/2)·16 + (1/2)·16 = 32. One term of the direct sum is negative, but the total is not.

**Q:** That is power density. How does it become a linewidth?

**A:** Let the mode have velocity q′(t) w(r), with w real, and from here on let G(r) be the gradient of w. Project the equation of motion on w. The viscous force density is the divergence of the stress, and integration by parts, with no boundary term, turns its projection into −D q′, where D = ∫ Σ P_ij G_ij. With mass M = ∫ ρ |w|², ρ being the mass density, and stiffness K,

M q″ + D q′ + K q = 0

For q ∝ exp(−iωt) this reads −Mω² − iωD + K = 0. Write ω = x + iy. The imaginary part is −x(2My + D) = 0, so if x ≠ 0,

−2 Im ω = −2y = D/M

This is the decay rate of |q|². For a weakly damped mode it is the full width at half maximum of the resonance, in angular frequency, and this is what linewidth means here. Inserting the sum of squares into D splits the width into a shear part and a bulk part.

**Q:** Now the formal version. Does it use the same tensors?

**A:** Yes. A gradient is a real matrix indexed by `Fin d`, and `shear` is S.

```lean
import Mathlib

open Matrix MeasureTheory

namespace ViscousCurrentDFT

noncomputable section

variable {d : ℕ}

/-- The traceless shear-rate tensor `S = G + Gᵀ - (2/d) Tr(G) I` of a velocity gradient `G`
in `d ≥ 1` dimensions. -/
def shear (G : Matrix (Fin d) (Fin d) ℝ) : Matrix (Fin d) (Fin d) ℝ :=
  G + Gᵀ - (2 / (d : ℝ) * G.trace) • (1 : Matrix (Fin d) (Fin d) ℝ)
```

Note the normalisation: S is twice the traceless rate-of-strain tensor of many textbooks, which is where the factor η/2 comes from. The stress has the sign of a force per area whose divergence drives the fluid; a pressure tensor would carry the opposite sign.

```lean
/-- The viscous stress `P = η S + ζ Tr(G) I` with shear viscosity `η` and bulk viscosity `ζ`. -/
def stress (η ζ : ℝ) (G : Matrix (Fin d) (Fin d) ℝ) : Matrix (Fin d) (Fin d) ℝ :=
  η • shear G + (ζ * G.trace) • (1 : Matrix (Fin d) (Fin d) ℝ)

/-- The power dissipated per unit volume, `∑ P_ij G_ij`. -/
def dissipation (η ζ : ℝ) (G : Matrix (Fin d) (Fin d) ℝ) : ℝ :=
  ∑ i, ∑ j, stress η ζ G i j * G i j
```

**Q:** My viscosities depend on the local density, so they vary in space.

**A:** `modeDamping` allows that. It is D, with `η`, `ζ` and `G` as functions of position. The letter `μ` is the measure of integration, ordinary volume in your case, and not a viscosity.

```lean
/-- The damping coefficient of a mode: the dissipation of its velocity gradient field `G`,
integrated over space, with viscosities that may vary from point to point. -/
def modeDamping {α : Type*} [MeasurableSpace α] (μ : Measure α) (η ζ : α → ℝ)
    (G : α → Matrix (Fin d) (Fin d) ℝ) : ℝ :=
  ∫ x, dissipation (η x) (ζ x) (G x) ∂μ
```

**Q:** How does the proof handle all those index sums?

**A:** It turns them into traces, where transposition and cyclic reordering are available.

```lean
/-- The full contraction of two tensors is a trace: `∑ A_ij B_ij = Tr(A Bᵀ)`. -/
theorem contract_eq_trace (A B : Matrix (Fin d) (Fin d) ℝ) :
    ∑ i, ∑ j, A i j * B i j = (A * Bᵀ).trace := by
  simp [Matrix.trace, Matrix.mul_apply]
```

The next two lemmas are the two properties of S used above. The second treats d = 0 separately; there the matrices are empty and there is nothing to show.

```lean
/-- The shear-rate tensor is symmetric. -/
theorem shear_transpose (G : Matrix (Fin d) (Fin d) ℝ) : (shear G)ᵀ = shear G := by
  simp [shear, add_comm]

/-- The shear-rate tensor has zero trace. -/
theorem shear_trace (G : Matrix (Fin d) (Fin d) ℝ) : (shear G).trace = 0 := by
  rcases Nat.eq_zero_or_pos d with h | h
  · subst h
    simp [Matrix.trace]
  · have hd : (d : ℝ) ≠ 0 := by exact_mod_cast h.ne'
    have h2 : 2 / (d : ℝ) * G.trace * d = 2 * G.trace := by field_simp
    simp only [shear, Matrix.trace_sub, Matrix.trace_add, Matrix.trace_transpose,
      Matrix.trace_smul, Matrix.trace_one, Fintype.card_fin, smul_eq_mul]
    linarith
```

In `shear_sq`, the step `h1` is the symmetry argument, Tr(SG) = Tr(SGᵀ). The `calc` chain then expands one factor of S and drops the isotropic part by `shear_trace`.

```lean
/-- The squared shear rate is twice the contraction of the shear-rate tensor with the
velocity gradient: `∑ S_ij² = 2 ∑ S_ij G_ij`. -/
theorem shear_sq (G : Matrix (Fin d) (Fin d) ℝ) :
    ∑ i, ∑ j, shear G i j ^ 2 = 2 * ∑ i, ∑ j, shear G i j * G i j := by
  -- symmetry of S: it does not distinguish G from its transpose
  have h1 : (shear G * G).trace = (shear G * Gᵀ).trace := by
    rw [← Matrix.trace_transpose (shear G * G), Matrix.transpose_mul, shear_transpose,
      Matrix.trace_mul_comm]
  calc ∑ i, ∑ j, shear G i j ^ 2 = (shear G * (shear G)ᵀ).trace := by
        rw [← contract_eq_trace]
        simp only [pow_two]
    _ = (shear G * (G + Gᵀ - (2 / (d : ℝ) * G.trace) •
          (1 : Matrix (Fin d) (Fin d) ℝ))).trace :=
        congrArg (fun X => (shear G * X).trace) (shear_transpose G)
    _ = 2 * (shear G * Gᵀ).trace := by
        -- the isotropic part drops out because S is traceless
        rw [mul_sub, mul_add, Matrix.trace_sub, Matrix.trace_add, h1, Matrix.mul_smul,
          mul_one, Matrix.trace_smul, shear_trace, smul_zero]
        ring
    _ = 2 * ∑ i, ∑ j, shear G i j * G i j := by rw [contract_eq_trace]
```

Expanding P in the trace and using `shear_sq` gives the sum of squares. Its sign follows at once.

```lean
/-- The dissipated power splits into a shear and a bulk part:
`∑ P_ij G_ij = (η/2) ∑ S_ij² + ζ (Tr G)²`. -/
theorem dissipation_eq (η ζ : ℝ) (G : Matrix (Fin d) (Fin d) ℝ) :
    dissipation η ζ G = η / 2 * ∑ i, ∑ j, shear G i j ^ 2 + ζ * G.trace ^ 2 := by
  rw [shear_sq, dissipation, contract_eq_trace (stress η ζ G) G,
    contract_eq_trace (shear G) G, stress, add_mul, Matrix.smul_mul, Matrix.smul_mul,
    one_mul, Matrix.trace_add, Matrix.trace_smul, Matrix.trace_smul, Matrix.trace_transpose]
  simp only [smul_eq_mul]
  ring

/-- With nonnegative viscosities the dissipated power is nonnegative. -/
theorem dissipation_nonneg {η ζ : ℝ} (hη : 0 ≤ η) (hζ : 0 ≤ ζ)
    (G : Matrix (Fin d) (Fin d) ℝ) : 0 ≤ dissipation η ζ G := by
  rw [dissipation_eq]
  positivity
```

**Q:** Which flows escape damping altogether?

**A:** If both viscosities are positive, exactly those with G + Gᵀ = 0, which is local rigid motion: a translation, a rotation or both. When the sum of two nonnegative terms is zero, each is zero. So Tr G = 0 and every S_ij = 0, and the definition of S leaves G + Gᵀ = 0. Conversely, taking the trace of G + Gᵀ = 0 gives Tr G = 0, so S vanishes too. The Lean proof takes the same two directions, with `Finset.sum_eq_zero_iff_of_nonneg` passing from a vanishing sum of squares to vanishing entries.

```lean
/-- With positive viscosities a flow is free of dissipation exactly when the symmetric part
of its velocity gradient vanishes. -/
theorem dissipation_eq_zero_iff {η ζ : ℝ} (hη : 0 < η) (hζ : 0 < ζ)
    (G : Matrix (Fin d) (Fin d) ℝ) : dissipation η ζ G = 0 ↔ G + Gᵀ = 0 := by
  constructor
  · intro h
    rw [dissipation_eq] at h
    have ha : 0 ≤ η / 2 * ∑ i, ∑ j, shear G i j ^ 2 := by positivity
    have hb : 0 ≤ ζ * G.trace ^ 2 := by positivity
    -- both nonnegative parts vanish separately
    have ha0 : η / 2 * ∑ i, ∑ j, shear G i j ^ 2 = 0 := by linarith
    have hb0 : ζ * G.trace ^ 2 = 0 := by linarith
    have hs := (mul_eq_zero.mp ha0).resolve_left (by positivity)
    have htr : G.trace = 0 :=
      (pow_eq_zero_iff two_ne_zero).mp ((mul_eq_zero.mp hb0).resolve_left hζ.ne')
    have hS : shear G = 0 := by
      ext i j
      have h2 := (Finset.sum_eq_zero_iff_of_nonneg (fun i _ =>
        Finset.sum_nonneg fun j _ => sq_nonneg (shear G i j))).mp hs i (Finset.mem_univ i)
      have h3 := (Finset.sum_eq_zero_iff_of_nonneg (fun j _ =>
        sq_nonneg (shear G i j))).mp h2 j (Finset.mem_univ j)
      exact (pow_eq_zero_iff two_ne_zero).mp h3
    rw [shear, htr] at hS
    simpa using hS
  · intro h
    have htr : G.trace = 0 := by
      have h1 := congrArg Matrix.trace h
      rw [Matrix.trace_add, Matrix.trace_transpose, Matrix.trace_zero] at h1
      linarith
    have hS : shear G = 0 := by simp [shear, h, htr]
    rw [dissipation_eq, hS, htr]
    simp
```

**Q:** Nonnegative viscosities are put in by hand, though. Is that stronger than necessary?

**A:** They stand for the one-way transfer of energy from the ordered motion to other electronic excitations. For d ≥ 2 the assumption is also necessary if every flow is to have nonnegative dissipation, and two flows show it. In simple shear, G has a single entry 1 off the diagonal. Then Tr G = 0, the stress component at that entry is η, and the dissipation is η. The proof reduces the double sum to that one term.

```lean
/-- A simple shear flow of unit rate, with a single off-diagonal velocity gradient,
dissipates the power `η`. -/
theorem dissipation_simple_shear (η ζ : ℝ) {a b : Fin d} (hab : a ≠ b) :
    dissipation η ζ (Matrix.single a b 1) = η := by
  unfold dissipation
  rw [Finset.sum_eq_single a
      (fun i _ hi => Finset.sum_eq_zero fun j _ => by simp [hi.symm])
      (by simp),
    Finset.sum_eq_single b (fun j _ hj => by simp [hj.symm]) (by simp)]
  simp [stress, shear, hab, hab.symm]
```

In uniform expansion, G = I. Then S = 2I − 2I = 0 and Tr G = d, so the dissipation is ζd². If no flow has negative dissipation, neither η nor ζ can be negative.

In one dimension S is always zero, so η = −1 with ζ = 0 gives zero dissipation for every flow. The converse for η therefore fails at d = 1.

```lean
/-- In two or more dimensions, no flow has negative dissipation if and only if both
viscosities are nonnegative. -/
theorem dissipation_nonneg_iff (hd : 2 ≤ d) (η ζ : ℝ) :
    (∀ G : Matrix (Fin d) (Fin d) ℝ, 0 ≤ dissipation η ζ G) ↔ 0 ≤ η ∧ 0 ≤ ζ := by
  refine ⟨fun h => ⟨?_, ?_⟩, fun h G => dissipation_nonneg h.1 h.2 G⟩
  · -- simple shear isolates η
    have hab : (⟨0, by omega⟩ : Fin d) ≠ ⟨1, by omega⟩ := by simp
    exact (h _).trans_eq (dissipation_simple_shear η ζ hab)
  · -- uniform expansion isolates ζ
    have hd0 : (0 : ℝ) < d := by exact_mod_cast (by omega : 0 < d)
    have h2 : 2 / (d : ℝ) * d = 2 := div_mul_cancel₀ 2 hd0.ne'
    have hS : shear (1 : Matrix (Fin d) (Fin d) ℝ) = 0 := by
      rw [shear, Matrix.trace_one, Fintype.card_fin, Matrix.transpose_one, h2, two_smul,
        sub_self]
    have hz : ∑ i, ∑ j, (0 : Matrix (Fin d) (Fin d) ℝ) i j ^ 2 = 0 := by simp
    have h1 := h 1
    rw [dissipation_eq, hS, hz, Matrix.trace_one, Fintype.card_fin] at h1
    by_contra hneg
    have h3 := mul_neg_of_neg_of_pos (not_le.mp hneg) (pow_pos hd0 2)
    linarith
```

**Q:** And the frequency equation? I worry about the condition Re ω ≠ 0.

**A:** It says that the mode oscillates, and the width formula can fail without it. Take M = 1, D = 3, K = 2. The solutions are ω = −i and ω = −2i, so −2 Im ω is 2 or 4, while D/M = 3. These are two pure decays and not a resonance with a width.

`linewidth_eq` is the calculation with x and y. It applies `Complex.im` to both sides, factors out `ω.re` in `h1`, and cancels it using `hre`.

```lean
/-- A mode `exp(-iωt)` of an oscillator with mass `M > 0`, damping `D` and stiffness `K`
that oscillates (`Re ω ≠ 0`) has linewidth `-2 Im ω = D/M`. -/
theorem linewidth_eq {M D K : ℝ} (hM : 0 < M) {ω : ℂ} (hre : ω.re ≠ 0)
    (hω : -(M : ℂ) * ω ^ 2 - Complex.I * ω * (D : ℂ) + (K : ℂ) = 0) :
    -2 * ω.im = D / M := by
  have h := congrArg Complex.im hω
  simp only [pow_two, Complex.add_im, Complex.sub_im, Complex.neg_im, Complex.neg_re,
    Complex.mul_im, Complex.mul_re, Complex.ofReal_re, Complex.ofReal_im, Complex.I_re,
    Complex.I_im, Complex.zero_im] at h
  have h1 : ω.re * (2 * M * ω.im + D) = 0 := by linear_combination -h
  have h2 := (mul_eq_zero.mp h1).resolve_left hre
  rw [eq_div_iff hM.ne']
  linear_combination -h2
```

**Q:** So what does the last theorem say, in words?

**A:** Suppose the viscosities are nonnegative at every point, the shear and bulk dissipation densities are each integrable, M is positive, K is real, and ω solves the frequency equation with D = `modeDamping μ η ζ G` and has nonzero real part. Then −2 Im ω equals the shear integral plus the bulk integral, divided by M, and it is nonnegative.

In the proof, `hD` applies the sum of squares at each point and splits the integral with `integral_add`; this is where integrability enters. `linewidth_eq` gives D/M, and `integral_nonneg` carries the pointwise sign over to D.

```lean
/-- An oscillating mode (`Re ω ≠ 0`) of mass `M > 0`, damped by nonnegative viscosities with
integrable shear and bulk dissipation, has a nonnegative linewidth `-2 Im ω`, equal to the
sum of the two integrated dissipations divided by `M`. -/
theorem viscous_linewidth {α : Type*} [MeasurableSpace α] (μ : Measure α) (η ζ : α → ℝ)
    (G : α → Matrix (Fin d) (Fin d) ℝ) (hη : ∀ x, 0 ≤ η x) (hζ : ∀ x, 0 ≤ ζ x)
    (hS : Integrable (fun x => η x / 2 * ∑ i, ∑ j, shear (G x) i j ^ 2) μ)
    (hT : Integrable (fun x => ζ x * (G x).trace ^ 2) μ)
    {M K : ℝ} (hM : 0 < M) {ω : ℂ} (hre : ω.re ≠ 0)
    (hω : -(M : ℂ) * ω ^ 2 - Complex.I * ω * (modeDamping μ η ζ G : ℂ) + (K : ℂ) = 0) :
    -2 * ω.im = ((∫ x, η x / 2 * ∑ i, ∑ j, shear (G x) i j ^ 2 ∂μ)
      + ∫ x, ζ x * (G x).trace ^ 2 ∂μ) / M ∧ 0 ≤ -2 * ω.im := by
  have hD : modeDamping μ η ζ G = (∫ x, η x / 2 * ∑ i, ∑ j, shear (G x) i j ^ 2 ∂μ)
      + ∫ x, ζ x * (G x).trace ^ 2 ∂μ := by
    simp only [modeDamping, dissipation_eq]
    exact integral_add hS hT
  have hΓ := linewidth_eq hM hre hω
  refine ⟨by rw [hΓ, hD], ?_⟩
  rw [hΓ]
  exact div_nonneg (integral_nonneg fun x => dissipation_nonneg (hη x) (hζ x) (G x)) hM.le

end

end ViscousCurrentDFT
```

```lean
#print axioms ViscousCurrentDFT.dissipation_eq_zero_iff
-- 'ViscousCurrentDFT.dissipation_eq_zero_iff' depends on axioms: [propext, Classical.choice, Quot.sound]
#print axioms ViscousCurrentDFT.dissipation_nonneg_iff
-- 'ViscousCurrentDFT.dissipation_nonneg_iff' depends on axioms: [propext, Classical.choice, Quot.sound]
#print axioms ViscousCurrentDFT.viscous_linewidth
-- 'ViscousCurrentDFT.viscous_linewidth' depends on axioms: [propext, Classical.choice, Quot.sound]
```

**Q:** Where could my real system still part company with this?

**A:** In at least three places. First, the local viscous stress is itself an approximation, meant for densities and velocities that vary slowly in space. Second, D contains viscous dissipation only, so broadening by impurities or phonons, for example, is not counted. Third, the motion is reduced to a single amplitude. The theorem starts from the frequency equation; the projection that leads to it, with its fixed real pattern w and vanishing boundary term, is physics that you supply. Accordingly, `M` is any positive number, not tied to a density, and `G` is any matrix field, not required to be the gradient of some w.

**Q:** And the viscosities of the current functional? Mine are complex and depend on frequency.

**A:** Here they are real and independent of ω. For a weakly damped mode you would normally insert the real parts at the mode's frequency and put the elastic response into K, which is an approximation to be judged separately. The result bears on electronic structure in that setting: for one oscillating mode with real, nonnegative local viscosities, the viscous width estimate is a sum of a shear and a bulk contribution, neither of which can be negative.
